# A Hermitian perturbation that keeps a subgroup K splits an irreducible multiplet of a finite group G into at most [G:K] levels

An ion sits at a crystal site whose point group is \(G\), and one of its energy levels is degenerate. A strain or an applied field then lowers the symmetry to a subgroup \(K\). To first order, the energy shifts of the new levels are the eigenvalues of the perturbation matrix \(V\) in an orthonormal basis of the degenerate states. How many different values can they have, if all that is known is which symmetry operations survive?

Let \(d\) be the degeneracy and \(D(g)\) the \(d\times d\) matrix by which \(g\in G\) acts on the multiplet. If \(G\) is finite, \(D\) is irreducible, and \(V\) is Hermitian and commutes with \(D(k)\) for all \(k\in K\), then \(V\) has at most \([G:K]\) distinct eigenvalues, where \([G:K]=|G|/|K|\) is the index. For an isolated multiplet in first order, this limits, from group orders alone, how many levels a crystal-field diagram can show when the site symmetry drops from \(G\) to \(K\). It says something new when \([G:K]<d\): a triplet of \(T_d\) under a perturbation that keeps \(T\), of index 2, cannot split into three levels.

## The multiplet is irreducible

Irreducibility means that the symmetry \(G\) accounts for the whole degeneracy: apart from zero and the multiplet itself, no subspace of the multiplet is closed under the symmetry operations. In Lean, `n` is the finite set that labels the states, so \(d\) is `Fintype.card n`, and `D : G →* Matrix n n ℂ` is a map that respects products and sends the identity to the unit matrix.

```lean
import Mathlib

open Matrix

namespace SymmetryLowering

noncomputable section

variable {G n : Type*} [Group G] [Fintype n] [DecidableEq n]

/-- A matrix representation is irreducible if its dimension is not zero and the only
invariant subspaces are zero and the whole space. -/
def IsIrreducible (D : G →* Matrix n n ℂ) : Prop :=
  Nonempty n ∧ ∀ W : Submodule ℂ (n → ℂ),
    (∀ g, ∀ v ∈ W, D g *ᵥ v ∈ W) → W = ⊥ ∨ W = ⊤
```

The perturbations that retain \(K\) lie in the space \(C(K)\) of matrices \(A\) with \(A\,D(k)=D(k)\,A\) for all \(k\in K\). It is a complex vector space, and its members need not be Hermitian.

```lean
/-- The space of matrices that commute with `D k` for every `k` in the retained subgroup `K`. -/
def commutant (D : G →* Matrix n n ℂ) (K : Subgroup G) : Submodule ℂ (Matrix n n ℂ) where
  carrier := {A | ∀ k ∈ K, A * D k = D k * A}
  add_mem' ha hb k hk := by rw [add_mul, mul_add, ha k hk, hb k hk]
  zero_mem' k _ := by rw [zero_mul, mul_zero]
  smul_mem' c A hA k hk := by rw [smul_mul_assoc, mul_smul_comm, hA k hk]
```

Irreducibility enters through Schur's lemma, which says that \(C(G)\) contains only multiples of the identity. Let \(A\) commute with every \(D(g)\). Since \(d\ge 1\), \(A\) has an eigenvalue \(c\) with an eigenvector \(v\neq 0\). If \((A-c\,1)w=0\), then
\[
(A-c\,1)D(g)w=D(g)(A-c\,1)w=0 ,
\]
so the kernel of \(A-c\,1\) is invariant. It contains \(v\), hence it is the whole space, and \(A=c\,1\).

```lean
/-- Schur's lemma: a matrix commuting with an irreducible representation is a multiple of
the identity. -/
theorem schur {D : G →* Matrix n n ℂ} (hD : IsIrreducible D) (A : Matrix n n ℂ)
    (hA : ∀ g, A * D g = D g * A) : ∃ c : ℂ, A = c • (1 : Matrix n n ℂ) := by
  have := hD.1
  obtain ⟨c, hc⟩ := Module.End.exists_eigenvalue (Matrix.toLin' A)
  obtain ⟨v, hv⟩ := hc.exists_hasEigenvector
  have hAv : A *ᵥ v = c • v := by simpa using hv.apply_eq_smul
  refine ⟨c, sub_eq_zero.1 ?_⟩
  have hB : ∀ g, (A - c • 1) * D g = D g * (A - c • 1) := fun g => by
    rw [sub_mul, mul_sub, hA, smul_mul_assoc, mul_smul_comm, one_mul, mul_one]
  -- the eigenspace is invariant and not zero, hence everything
  rcases hD.2 (LinearMap.ker (Matrix.mulVecLin (A - c • 1))) (fun g w hw => by
    rw [LinearMap.mem_ker, Matrix.mulVecLin_apply] at hw ⊢
    rw [Matrix.mulVec_mulVec, hB, ← Matrix.mulVec_mulVec, hw, Matrix.mulVec_zero]) with h | h
  · have hm : v ∈ LinearMap.ker (Matrix.mulVecLin (A - c • 1)) := by
      rw [LinearMap.mem_ker, Matrix.mulVecLin_apply, Matrix.sub_mulVec, hAv,
        Matrix.smul_mulVec, Matrix.one_mulVec, sub_self]
    rw [h, Submodule.mem_bot] at hm
    exact absurd hm hv.2
  · have h0 := LinearMap.ker_eq_top.1 h
    ext i j
    have := congrFun (LinearMap.congr_fun h0 (Pi.single j 1)) i
    simpa [Matrix.one_apply, Pi.single_apply] using this
```

In `schur`, the `rcases` line applies irreducibility to this kernel. The first case, a zero kernel, contradicts \(v\ne0\); the second gives \(A-c\,1=0\), read off column by column.

For an arbitrary representation the bound fails. Let \(G\) act trivially on two states, as for two totally symmetric levels that coincide by accident, and take \(K=G\). Then \(V=\mathrm{diag}(0,1)\) retains all of \(G\) and has two levels, while the index is 1.

## The group is finite

Finite groups include the crystallographic point groups, the point groups of nonlinear molecules and the double groups of both, but not the point groups of linear molecules or the full rotation group of a free atom. The derivation uses finiteness to average over \(G\). For any matrix \(X\) put
\[
M=\sum_{g}D(g^{-1})\,X\,D(g).
\]
Then \(M D(h)=\sum_g D(g^{-1})XD(gh)\). With \(g'=gh\) we have \(g^{-1}=h\,g'^{-1}\), so the sum equals \(D(h)M\). By Schur's lemma \(M=c\,1\). Every term of \(M\) has trace \(\operatorname{tr}X\), so \(|G|\operatorname{tr}X=c\,d\) and
\[
d\sum_g D(g^{-1})XD(g)=|G|\,(\operatorname{tr}X)\,1 .
\]

```lean
/-- Averaging a matrix over an irreducible representation of a finite group leaves only
its trace. -/
theorem group_average [Fintype G] {D : G →* Matrix n n ℂ} (hD : IsIrreducible D)
    (X : Matrix n n ℂ) : (Fintype.card n : ℂ) • ∑ g, D g⁻¹ * X * D g
      = ((Fintype.card G : ℂ) * X.trace) • (1 : Matrix n n ℂ) := by
  obtain ⟨c, hc⟩ := schur hD (∑ g, D g⁻¹ * X * D g) (fun h => by
    rw [Finset.sum_mul, Finset.mul_sum]
    refine Fintype.sum_equiv (Equiv.mulRight h) _ _ (fun g => ?_)
    have e : D h * D (g * h)⁻¹ = D g⁻¹ := by
      rw [← map_mul]
      congr 1
      group
    calc D g⁻¹ * X * D g * D h = D g⁻¹ * X * D (g * h) := by rw [map_mul, mul_assoc _ (D g)]
      _ = D h * (D (g * h)⁻¹ * X * D (g * h)) := by rw [← e]; simp only [mul_assoc])
  have ht : (Fintype.card G : ℂ) * X.trace = c * Fintype.card n := by
    have h1 := congrArg Matrix.trace hc
    have h2 : ∀ g, (D g⁻¹ * X * D g).trace = X.trace := fun g => by
      rw [Matrix.trace_mul_cycle, ← map_mul, mul_inv_cancel, map_one, one_mul]
    rw [Matrix.trace_sum, Finset.sum_congr rfl (fun g _ => h2 g)] at h1
    simpa using h1
  rw [hc, smul_smul, ht, mul_comm]
```

The change of summation variable is the step with `Equiv.mulRight h`, and `ht` is the comparison of traces.

The average is now used to separate linearly independent matrices \(A_i\). Suppose that vectors \(v_i\) satisfy
\[
\sum_i A_iD(g^{-1})v_i=0\quad\text{for all } g\in G .
\]
Fix a component \(j\), let \(e_j\) be the unit vector in that direction, and set \(X_i=v_ie_j^{T}\), whose trace is \((v_i)_j\). Multiplying the relation from the right by \(e_j^{T}D(g)\) gives \(\sum_iA_iD(g^{-1})X_iD(g)=0\). Summing over \(g\) and multiplying by \(d\) yields
\[
|G|\sum_i (v_i)_j\,A_i=0 .
\]
Independence of the \(A_i\) gives \((v_i)_j=0\) for every \(i\) and \(j\).

```lean
/-- For an irreducible representation of a finite group and linearly independent matrices
`A i`, the sums `∑ i, A i D(g⁻¹) v i` vanish for all `g` only if every `v i` is zero. -/
theorem eq_zero_of_orbit_sum [Fintype G] {D : G →* Matrix n n ℂ} (hD : IsIrreducible D)
    {ι : Type*} [Fintype ι] {A : ι → Matrix n n ℂ} (hA : LinearIndependent ℂ A)
    (v : ι → n → ℂ) (h : ∀ g, ∑ i, (A i * D g⁻¹) *ᵥ v i = 0) : v = 0 := by
  ext i j
  let X : ι → Matrix n n ℂ := fun i => vecMulVec (v i) (Pi.single j 1)
  have hX : ∀ i, (X i).trace = v i j := fun i => by
    simp [X, Matrix.trace, Matrix.vecMulVec_apply, Pi.single_apply]
  have h1 : ∀ g, ∑ i, A i * (D g⁻¹ * X i * D g) = 0 := fun g => by
    have h2 : ∑ i, (A i * D g⁻¹) * X i = 0 := by
      ext a b
      have h3 := congrFun (h g) a
      rw [Finset.sum_apply] at h3
      simp only [X, Matrix.mul_vecMulVec, Matrix.sum_apply, Matrix.vecMulVec_apply]
      rw [← Finset.sum_mul, h3]
      simp
    calc _ = (∑ i, (A i * D g⁻¹) * X i) * D g := by
          rw [Finset.sum_mul]; simp only [mul_assoc]
      _ = 0 := by rw [h2, zero_mul]
  -- the group average turns the relation into one between the matrices `A i`
  have h4 : ∑ i, ((Fintype.card G : ℂ) * v i j) • A i = 0 := by
    calc _ = ∑ i, A i * ((Fintype.card n : ℂ) • ∑ g, D g⁻¹ * X i * D g) := by
          refine Finset.sum_congr rfl (fun i _ => ?_)
          rw [group_average hD, hX, mul_smul_comm, mul_one]
      _ = (Fintype.card n : ℂ) • ∑ g, ∑ i, A i * (D g⁻¹ * X i * D g) := by
          rw [Finset.sum_comm, Finset.smul_sum]
          simp only [mul_smul_comm, Finset.mul_sum]
      _ = 0 := by simp [h1]
  have h5 := Fintype.linearIndependent_iff.1 hA _ h4 i
  exact (mul_eq_zero.1 h5).resolve_left (Nat.cast_ne_zero.2 Fintype.card_ne_zero)
```

Here `h1` is the relation after multiplication, `h4` is its average, and the last two lines use independence and \(|G|\neq0\).

Finiteness of \(G\) is more than the bound requires: Frobenius reciprocity gives the same estimate whenever the index is finite, although the file proves it only for finite \(G\). For infinite index, Mathlib sets `K.index` to 0, and the inequality would then be false, because the identity matrix always lies in \(C(K)\).

## The perturbation retains K

Physically, each operation \(k\in K\) leaves the perturbation unchanged, so \(V\) commutes with \(D(k)\). This is what reduces the test over all \(g\in G\) to one test per coset.

Let \(A_1,\dots,A_r\) be a basis of \(C(K)\), and choose a representative \(t_q\) in each coset \(q\) of \(G/K\). Consider the linear map
\[
L:(v_i)_i\longmapsto\Bigl(\sum_iA_iD(t_q^{-1})v_i\Bigr)_{q} .
\]
Suppose \(L\) sends \((v_i)\) to zero. For any \(g\), with \(q=gK\), there is a \(k\in K\) such that \(t_q=gk\), hence \(g^{-1}=k\,t_q^{-1}\). Since the \(A_i\) commute with \(D(k)\),
\[
\sum_iA_iD(g^{-1})v_i=D(k)\sum_iA_iD(t_q^{-1})v_i=0 .
\]
By the previous result all \(v_i\) vanish, so \(L\) is injective. It maps a space of dimension \(rd\) into one of dimension \([G:K]\,d\), and division by \(d\) gives \(\dim C(K)=r\le[G:K]\).

```lean
/-- For an irreducible representation of a finite group `G`, the matrices commuting with the
subgroup `K` form a space of dimension at most `[G:K]`. -/
theorem finrank_commutant_le_index [Fintype G] {D : G →* Matrix n n ℂ}
    (hD : IsIrreducible D) (K : Subgroup G) :
    Module.finrank ℂ (commutant D K) ≤ K.index := by
  have := hD.1
  let : Fintype (G ⧸ K) := Fintype.ofFinite _
  let b := Module.finBasis ℂ (commutant D K)
  have hA : LinearIndependent ℂ (fun i => (b i : Matrix n n ℂ)) :=
    b.linearIndependent.map' (commutant D K).subtype (Submodule.ker_subtype _)
  -- one copy of the multiplet per basis matrix is sent to one copy per coset
  let L : (Fin (Module.finrank ℂ (commutant D K)) → n → ℂ) →ₗ[ℂ] (G ⧸ K → n → ℂ) :=
    LinearMap.pi fun q => ∑ i,
      (Matrix.mulVecLin ((b i : Matrix n n ℂ) * D (Quotient.out q)⁻¹)).comp (LinearMap.proj i)
  have hL : Function.Injective L := by
    refine (injective_iff_map_eq_zero L).2 (fun v hv => eq_zero_of_orbit_sum hD hA v ?_)
    intro g
    obtain ⟨k, hk⟩ := QuotientGroup.mk_out_eq_mul K g
    have h1 := congrFun hv (g : G ⧸ K)
    simp only [L, LinearMap.pi_apply, LinearMap.sum_apply, LinearMap.comp_apply,
      LinearMap.proj_apply, Matrix.mulVecLin_apply, Pi.zero_apply] at h1
    have h2 : D g⁻¹ = D k * D (Quotient.out (g : G ⧸ K))⁻¹ := by
      rw [← map_mul, hk]
      congr 1
      group
    have h3 : ∀ i, ((b i : Matrix n n ℂ) * D g⁻¹) *ᵥ v i
        = D k *ᵥ (((b i : Matrix n n ℂ) * D (Quotient.out (g : G ⧸ K))⁻¹) *ᵥ v i) := fun i => by
      rw [h2, ← mul_assoc, (b i).2 k k.2, mul_assoc, Matrix.mulVec_mulVec]
    rw [Finset.sum_congr rfl (fun i _ => h3 i), ← Matrix.mulVec_sum, h1, Matrix.mulVec_zero]
  have h := LinearMap.finrank_le_finrank_of_injective hL
  simp only [Module.finrank_pi_fintype, Module.finrank_self, Finset.sum_const,
    Finset.card_univ, Fintype.card_fin, smul_eq_mul, mul_one] at h
  rw [Subgroup.index, Nat.card_eq_fintype_card]
  exact Nat.le_of_mul_le_mul_right h Fintype.card_pos
```

In the code `b` is the basis and `Quotient.out q` is \(t_q\). The steps `h2` and `h3` are the factorisation of \(g^{-1}\) and the passage of \(D(k)\) to the left. The statement concerns the complex dimension of the whole space `commutant D K`, before any particular perturbation is chosen.

For an arbitrary Hermitian \(V\) the bound on levels fails. Take the doublet \((x,y)\) of \(C_{4v}\) with \(K=G\). The matrix \(\mathrm{diag}(1,-1)\) has two levels and the index is 1; this matrix changes sign under the fourfold rotation, so it does not retain \(G\).

The same doublet shows that the bound can be attained. A Zeeman-type term \(\begin{pmatrix}0&-i\\ i&0\end{pmatrix}\) commutes with the rotations in \(C_4\), which has index 2, and its eigenvalues are \(\pm1\). In other cases the bound is generous: the triplets of \(T_d\) stay irreducible under \(T\) and do not split at all.

## The perturbation is Hermitian

Hermiticity makes the first-order energy shifts real. In Lean it is the hypothesis `hV : V.IsHermitian`, which supplies the list `hV.eigenvalues` of \(d\) real eigenvalues, repeated according to multiplicity. Taking the `image` of this list removes the repetitions, so its `card` is the number of distinct levels.

Let \(p\) be the minimal polynomial of \(V\), the monic polynomial of least degree with \(p(V)=0\), and let \(m\) be its degree. The powers \(1,V,\dots,V^{m-1}\) are linearly independent, since a relation between them would give a polynomial of lower degree. They all commute with \(D(k)\) for \(k\in K\), so they lie in \(C(K)\) and \(m\le\dim C(K)\). If \(Vu=Eu\) with \(u\neq0\), then \(0=p(V)u=p(E)u\), so \(p(E)=0\). Every level is thus a root of \(p\), and
\[
\#\text{levels}\le m\le\dim C(K)\le[G:K].
\]

```lean
/-- A Hermitian perturbation that retains the subgroup `K` splits an irreducible multiplet of
the finite group `G` into at most `[G:K]` distinct levels. -/
theorem card_levels_le_index [Fintype G] {D : G →* Matrix n n ℂ} (hD : IsIrreducible D)
    (K : Subgroup G) {V : Matrix n n ℂ} (hV : V.IsHermitian) (hK : V ∈ commutant D K) :
    (Finset.univ.image hV.eigenvalues).card ≤ K.index := by
  -- the powers of `V` below the degree of its minimal polynomial are independent
  have hp : LinearIndependent ℂ (fun i : Fin (minpoly ℂ V).natDegree =>
      (⟨V ^ (i : ℕ), fun k hk => ((show Commute V (D k) from hK k hk).pow_left i).eq⟩ :
        commutant D K)) :=
    LinearIndependent.of_comp (commutant D K).subtype (linearIndependent_pow V)
  have h1 := hp.fintype_card_le_finrank
  rw [Fintype.card_fin] at h1
  -- every level is a root of the minimal polynomial
  have h2 : (Finset.univ.image hV.eigenvalues).image (fun x : ℝ => (x : ℂ))
      ⊆ (minpoly ℂ V).roots.toFinset := fun E hE => by
    obtain ⟨x, hx, rfl⟩ := Finset.mem_image.1 hE
    obtain ⟨i, -, rfl⟩ := Finset.mem_image.1 hx
    have hv : Module.End.HasEigenvector (Matrix.toLin' V) (hV.eigenvalues i : ℂ)
        (hV.eigenvectorBasis i).ofLp := by
      refine ⟨Module.End.mem_eigenspace_iff.2 ?_, fun h0 =>
        hV.eigenvectorBasis.orthonormal.ne_zero i (by ext j; exact congrFun h0 j)⟩
      rw [Matrix.toLin'_apply, hV.mulVec_eigenvectorBasis i]
      ext j
      simp
    have hr := Module.End.isRoot_of_hasEigenvalue (Module.End.hasEigenvalue_of_hasEigenvector hv)
    rw [Matrix.minpoly_toLin'] at hr
    exact Multiset.mem_toFinset.2 ((Polynomial.mem_roots
      (minpoly.ne_zero (Algebra.IsIntegral.isIntegral V))).2 hr)
  have h3 := Finset.card_le_card h2
  rw [Finset.card_image_of_injective _ Complex.ofReal_injective] at h3
  exact h3.trans ((Multiset.toFinset_card_le _).trans ((Polynomial.card_roots' _).trans
    (h1.trans (finrank_commutant_le_index hD K))))

end

end SymmetryLowering
```

The independence of the powers is `hp`, and `h1` compares their number with the dimension of the commutant. The inclusion of the levels among the roots is `h2`, which uses the orthonormal eigenvectors that come with `hV`. The final line chains the inequalities.

Without Hermiticity `hV.eigenvalues` is not available. The argument with the minimal polynomial would still bound the number of distinct complex eigenvalues, but these need not be energies, and \(V\) need not be diagonalisable.

```lean
#print axioms SymmetryLowering.card_levels_le_index
```

```
'SymmetryLowering.card_levels_le_index' depends on axioms: [propext, Classical.choice, Quot.sound]
```

## Unitarity, and a model with the full state space

The matrices \(D(g)\) are not assumed to be unitary, as the averages use \(D(g^{-1})\) and never an adjoint. They do act linearly, so an antiunitary operation such as time reversal cannot be an element of \(G\) here. This matters for the doublet labelled \(E\) in the character table of \(C_4\), whose two states are degenerate only through time reversal. It is reducible in the sense used here, and a Zeeman term that keeps all of \(C_4\) can split it, although the index is then 1.

The theorem starts from the matrix \(V\) within the multiplet and assumes that it commutes with \(D(k)\). Another model would start from the full state space, with unitary symmetry operators \(U(g)\), a Hermitian perturbation \(W\) that commutes with \(U(k)\) for \(k\in K\), and orthonormal partner functions \(\varphi_i\) spanning the multiplet. The commutation of \(V_{ij}=\langle\varphi_i|W|\varphi_j\rangle\) with \(D(k)\) would then be derived, because the projector onto the multiplet commutes with every \(U(g)\). Unitarity would become a real hypothesis, and the bound would still concern the first-order matrix, since coupling to other multiplets does not enter \(V\).
